# For an idempotent density matrix, a fragment's population lies within twice the cut bond order of an integer

## Can I round the population of a fragment?

Suppose I want to run a fragment of a large molecule as a separate calculation with a whole number of electrons. I take the density matrix of a cheap calculation on the whole molecule, add up its diagonal over the fragment's orbitals and round. If I get 3.97, I feel safe. But electrons can be shared in any proportion, so why should the sum be near an integer at all? Do small density-matrix elements across the cut guarantee it?

## Weak links leave the fragment's natural orbitals nearly full or empty

Yes, if the density matrix $P$ is Hermitian and idempotent, as for a single determinant in orthonormal spin orbitals, and if the squared elements across the cut are small in total. For a fragment $A$, let

$$N=\sum_{i\in A}P_{ii},\qquad B=\sum_{i\in A,\;j\notin A}|P_{ij}|^2 .$$

Then $N$ is at most $2B$ away from the nearest integer.

Let $Q$ project on $A$, and let $F=QPQ$ and $L=(1-Q)PQ$. Since $P^2=P=P^\dagger$,

$$F-F^2=QP(1-Q)PQ=L^\dagger L .$$

Diagonalise $F=U\,\mathrm{diag}(e_k)\,U^\dagger$. The eigenvectors are the fragment's natural orbitals, and the $e_k$ are their occupations. The diagonal elements of $U^\dagger(F-F^2)U$ give $e_k-e_k^2=\sum_j|(LU)_{jk}|^2\ge 0$, so $0\le e_k\le 1$. The traces give $\sum_k e_k=N$ and $\sum_k e_k(1-e_k)=\mathrm{Tr}\,L^\dagger L=B$. A small $B$ therefore makes every occupation nearly 0 or 1.

To keep the errors from piling up in the sum, let $g_m(S)=(S-m)(m+1-S)$. For occupations with sum $S$ and every integer $m$, we show $g_m(S)\le\sum_k e_k(1-e_k)$. With no occupations, this is $-m(m+1)\le 0$, true for integers. Adding one occupation $e$ uses the identity

$$g_m(S+e)=(1-e)\,g_m(S)+e\,g_{m-1}(S)+e(1-e),$$

where the first two terms are bounded by the previous step. Hence $g_m(N)\le B$.

Now take $m=\lfloor N\rfloor$ and $f=N-m$, so that $f(1-f)\le B$. The larger of $f$ and $1-f$ is at least $1/2$, so the smaller, which is the distance to the nearest integer, is at most $2B$.

**A bond orbital by hand.** Put weights $p^2=0.9$ and $q^2=0.1$ on two centres. The first has $N=0.9$ and $B=0.9\cdot0.1=0.09$. The distance to 1 is $0.1$, and the bound allows $0.18$. With equal weights, $N=1/2$ and $B=1/4$, and the bound is attained.

**Fractional occupations.** Occupations between 0 and 1 are not enough in place of idempotency: $P=\mathrm{diag}(1/2,1/2)$ with one orbital as the fragment has $B=0$ but $N=1/2$.

## The statement and proof in Lean

In `population_near_integer`, `P` is a complex matrix over a finite orbital set `n`, and `A` is any subset. The hypotheses are `P.IsHermitian` and `P * P = P`; the latter is the form that idempotency takes in an orthonormal basis. `population` is $N$, written with real parts, and `cutBondOrder` is $B$, with no spin factor. In a closed-shell calculation, use the density matrix of one spin. The fragment then holds $2N$ electrons, which is within $4B$ of an even integer, and $4B$ is the usual Wiberg bond order across the cut.

```lean
import Mathlib

open Matrix

namespace FragmentCharge

noncomputable section

variable {n : Type*} [Fintype n] [DecidableEq n]

/-- The projector on the orbitals of the fragment `A`. -/
def fragProj (A : Finset n) : Matrix n n ℂ :=
  Matrix.diagonal fun i => if i ∈ A then 1 else 0

/-- The fragment block of the density matrix, padded with zeros outside `A`. -/
def fragBlock (P : Matrix n n ℂ) (A : Finset n) : Matrix n n ℂ :=
  fragProj A * P * fragProj A

/-- The block of the density matrix that links the fragment `A` to its surroundings. -/
def linkBlock (P : Matrix n n ℂ) (A : Finset n) : Matrix n n ℂ :=
  (1 - fragProj A) * P * fragProj A

/-- The fragment population: the sum of the diagonal elements of `P` over `A`. -/
def population (P : Matrix n n ℂ) (A : Finset n) : ℝ :=
  ∑ i ∈ A, (P i i).re

/-- The total bond order across the cut: the sum of `|P i j|²` over `i` in `A`, `j` outside. -/
def cutBondOrder (P : Matrix n n ℂ) (A : Finset n) : ℝ :=
  ∑ i ∈ A, ∑ j ∈ Aᶜ, ‖P i j‖ ^ 2

/-- The fragment block of a Hermitian density matrix is Hermitian. -/
theorem fragBlock_isHermitian {P : Matrix n n ℂ} (hP : P.IsHermitian) (A : Finset n) :
    (fragBlock P A).IsHermitian := by
  have hQ : (fragProj A)ᴴ = fragProj A := by
    rw [fragProj, Matrix.diagonal_conjTranspose]
    congr 1
    funext i
    by_cases h : i ∈ A <;> simp [h]
  show (fragBlock P A)ᴴ = fragBlock P A
  rw [fragBlock, Matrix.conjTranspose_mul, Matrix.conjTranspose_mul, hP.eq, hQ,
    Matrix.mul_assoc]

/-- For a Hermitian idempotent density matrix, the fragment block fails to be idempotent by exactly
`L†L`, where `L` is the link block. -/
theorem fragBlock_defect {P : Matrix n n ℂ} (hP : P.IsHermitian) (hI : P * P = P)
    (A : Finset n) :
    fragBlock P A - fragBlock P A * fragBlock P A = (linkBlock P A)ᴴ * linkBlock P A := by
  have hQh : (fragProj A)ᴴ = fragProj A := by
    rw [fragProj, Matrix.diagonal_conjTranspose]
    congr 1
    funext i
    by_cases h : i ∈ A <;> simp [h]
  have hQ : fragProj A * fragProj A = fragProj A := by
    rw [fragProj, Matrix.diagonal_mul_diagonal]
    congr 1
    funext i
    by_cases h : i ∈ A <;> simp [h]
  have hL : (linkBlock P A)ᴴ = fragProj A * P * (1 - fragProj A) := by
    rw [linkBlock, Matrix.conjTranspose_mul, Matrix.conjTranspose_mul,
      Matrix.conjTranspose_sub, Matrix.conjTranspose_one, hP.eq, hQh, Matrix.mul_assoc]
  rw [hL, fragBlock, linkBlock]
  generalize fragProj A = Q at hQ
  have h1 : (1 - Q) * (1 - Q) = 1 - Q := by
    linear_combination (norm := noncomm_ring) hQ
  calc Q * P * Q - Q * P * Q * (Q * P * Q)
      = Q * P * Q - Q * P * (Q * Q) * P * Q := by noncomm_ring
    _ = Q * (P * P) * Q - Q * P * Q * P * Q := by rw [hQ, hI]
    _ = Q * P * (1 - Q) * P * Q := by noncomm_ring
    _ = Q * P * ((1 - Q) * (1 - Q)) * P * Q := by rw [h1]
    _ = Q * P * (1 - Q) * ((1 - Q) * P * Q) := by noncomm_ring

omit [DecidableEq n] in
/-- A diagonal element of `X†X` is the squared length of a column of `X`. -/
theorem gram_diag (X : Matrix n n ℂ) (k : n) :
    (Xᴴ * X) k k = ((∑ j, ‖X j k‖ ^ 2 : ℝ) : ℂ) := by
  rw [Matrix.mul_apply]
  push_cast
  refine Finset.sum_congr rfl fun j _ => ?_
  rw [Matrix.conjTranspose_apply, Complex.star_def, Complex.conj_mul']

/-- For a Hermitian density matrix, the trace of `L†L`, with `L` the link block, is the total bond
order across the cut. -/
theorem trace_link {P : Matrix n n ℂ} (hP : P.IsHermitian) (A : Finset n) :
    (Matrix.trace ((linkBlock P A)ᴴ * linkBlock P A)).re = cutBondOrder P A := by
  have h : ∀ k, ∑ j, ‖linkBlock P A j k‖ ^ 2
      = if k ∈ A then ∑ j ∈ Aᶜ, ‖P k j‖ ^ 2 else 0 := by
    intro k
    by_cases hk : k ∈ A
    · rw [if_pos hk, ← Finset.univ_inter Aᶜ, ← Finset.sum_ite_mem]
      refine Finset.sum_congr rfl fun j _ => ?_
      have hn : ‖P k j‖ = ‖P j k‖ := by rw [← hP.apply k j, norm_star]
      rw [hn]
      by_cases hj : j ∈ A <;> simp [linkBlock, fragProj, sub_mul, hj, hk]
    · simp [linkBlock, fragProj, hk]
  rw [Matrix.trace, Complex.re_sum]
  simp only [Matrix.diag_apply, gram_diag, Complex.ofReal_re, h, Finset.sum_ite_mem,
    Finset.univ_inter, cutBondOrder]

/-- For a Hermitian idempotent density matrix, the eigenvalues `e` of the fragment block lie
between 0 and 1, add up to the fragment population, and the sum of `e (1 - e)` is the total
bond order across the cut. -/
theorem occupations {P : Matrix n n ℂ} (hP : P.IsHermitian) (hI : P * P = P)
    (A : Finset n) :
    (∀ k, 0 ≤ (fragBlock_isHermitian hP A).eigenvalues k ∧
      (fragBlock_isHermitian hP A).eigenvalues k ≤ 1) ∧
    ∑ k, (fragBlock_isHermitian hP A).eigenvalues k = population P A ∧
    ∑ k, (fragBlock_isHermitian hP A).eigenvalues k *
      (1 - (fragBlock_isHermitian hP A).eigenvalues k) = cutBondOrder P A := by
  -- the argument for any unitary diagonalisation of the fragment block
  have key : ∀ (e : n → ℝ) (U : Matrix n n ℂ), Uᴴ * U = 1 →
      fragBlock P A = U * Matrix.diagonal (fun k => (e k : ℂ)) * Uᴴ →
      (∀ k, 0 ≤ e k ∧ e k ≤ 1) ∧ ∑ k, e k = population P A ∧
        ∑ k, e k * (1 - e k) = cutBondOrder P A := by
    intro e U hU hs
    obtain ⟨D, hD⟩ : ∃ D, D = Matrix.diagonal (fun k => (e k : ℂ)) := ⟨_, rfl⟩
    rw [← hD] at hs
    have hU' : U * Uᴴ = 1 := mul_eq_one_comm.mp hU
    have hG : D - D * D = (linkBlock P A * U)ᴴ * (linkBlock P A * U) := by
      calc D - D * D = (Uᴴ * U) * D * (Uᴴ * U) - (Uᴴ * U) * D * (Uᴴ * U) * D * (Uᴴ * U) := by
            simp only [hU, Matrix.one_mul, Matrix.mul_one]
        _ = Uᴴ * (U * D * Uᴴ - U * D * Uᴴ * (U * D * Uᴴ)) * U := by noncomm_ring
        _ = Uᴴ * ((linkBlock P A)ᴴ * linkBlock P A) * U := by
            rw [← hs, fragBlock_defect hP hI A]
        _ = _ := by simp only [Matrix.conjTranspose_mul, Matrix.mul_assoc]
    refine ⟨fun k => ?_, ?_, ?_⟩
    · -- `e - e²` is a squared length, hence not negative
      have h := congrFun (congrFun hG k) k
      rw [gram_diag, hD, Matrix.diagonal_mul_diagonal, Matrix.sub_apply,
        Matrix.diagonal_apply_eq, Matrix.diagonal_apply_eq] at h
      have h' : e k - e k * e k = ∑ j, ‖(linkBlock P A * U) j k‖ ^ 2 := by
        exact_mod_cast h
      have h0 : 0 ≤ e k - e k * e k := by rw [h']; positivity
      constructor <;> nlinarith [sq_nonneg (e k), sq_nonneg (e k - 1)]
    · have ht : Matrix.trace (fragBlock P A) = ∑ k, (e k : ℂ) := by
        rw [hs, Matrix.trace_mul_comm, ← Matrix.mul_assoc, hU, Matrix.one_mul, hD,
          Matrix.trace_diagonal]
      have hp : (Matrix.trace (fragBlock P A)).re = ∑ i, if i ∈ A then (P i i).re else 0 := by
        rw [Matrix.trace, Complex.re_sum]
        refine Finset.sum_congr rfl fun i _ => ?_
        by_cases h : i ∈ A <;> simp [fragBlock, fragProj, h]
      rw [Finset.sum_ite_mem, Finset.univ_inter, ht, Complex.re_sum] at hp
      simpa only [Complex.ofReal_re, population] using hp
    · have ht : Matrix.trace (D - D * D)
          = Matrix.trace ((linkBlock P A)ᴴ * linkBlock P A) := by
        calc Matrix.trace (D - D * D)
            = Matrix.trace (Uᴴ * ((linkBlock P A)ᴴ * linkBlock P A * U)) := by
              rw [hG]; simp only [Matrix.conjTranspose_mul, Matrix.mul_assoc]
          _ = Matrix.trace ((linkBlock P A)ᴴ * linkBlock P A * U * Uᴴ) :=
              Matrix.trace_mul_comm _ _
          _ = _ := by rw [Matrix.mul_assoc, hU', Matrix.mul_one]
      rw [← trace_link hP, ← ht, hD, Matrix.diagonal_mul_diagonal, Matrix.trace_sub,
        Matrix.trace_diagonal, Matrix.trace_diagonal, ← Finset.sum_sub_distrib,
        Complex.re_sum]
      refine Finset.sum_congr rfl fun k _ => ?_
      simp only [Complex.sub_re, Complex.mul_re, Complex.ofReal_re, Complex.ofReal_im]
      ring
  have hs := (fragBlock_isHermitian hP A).spectral_theorem
  rw [Unitary.conjStarAlgAut_apply] at hs
  exact key _ _ (Matrix.mem_unitaryGroup_iff'.mp
    (fragBlock_isHermitian hP A).eigenvectorUnitary.2) hs

/-- If occupations `e` between 0 and 1 add up to `S`, then `(S - m)(m + 1 - S)` is at most the
sum of `e (1 - e)`, for every integer `m`. -/
theorem parabola_le {ι : Type*} (s : Finset ι) (e : ι → ℝ) (h : ∀ k, 0 ≤ e k ∧ e k ≤ 1) :
    ∀ m : ℤ, ((∑ k ∈ s, e k) - m) * (m + 1 - ∑ k ∈ s, e k) ≤ ∑ k ∈ s, e k * (1 - e k) := by
  classical
  induction s using Finset.induction_on with
  | empty =>
    intro m
    have hm : 0 ≤ m * (m + 1) := by
      rcases le_or_gt 0 m with h0 | h0
      · positivity
      · exact mul_nonneg_of_nonpos_of_nonpos (by omega) (by omega)
    have hm' : (0 : ℝ) ≤ m * (m + 1) := by exact_mod_cast hm
    simp only [Finset.sum_empty]
    linarith
  | insert a s ha ih =>
    intro m
    rw [Finset.sum_insert ha, Finset.sum_insert ha]
    -- interpolate between the bounds for `m` and `m - 1` with weights `1 - e` and `e`
    have h0 := ih m
    have h1 := ih (m - 1)
    push_cast at h1
    nlinarith [mul_le_mul_of_nonneg_left h0 (sub_nonneg.2 (h a).2),
      mul_le_mul_of_nonneg_left h1 (h a).1]

/-- For a Hermitian idempotent density matrix with fragment population `N`, the product
`(N - m)(m + 1 - N)` is at most the total bond order across the cut, for every integer `m`. -/
theorem population_parabola {P : Matrix n n ℂ} (hP : P.IsHermitian) (hI : P * P = P)
    (A : Finset n) (m : ℤ) :
    (population P A - m) * (m + 1 - population P A) ≤ cutBondOrder P A := by
  obtain ⟨hb, hN, hC⟩ := occupations hP hI A
  have h := parabola_le Finset.univ _ hb m
  rwa [hN, hC] at h

/-- For a Hermitian idempotent density matrix, the distance from the fragment population to
the nearest integer is at most twice the total bond order across the cut. -/
theorem population_near_integer {P : Matrix n n ℂ} (hP : P.IsHermitian) (hI : P * P = P)
    (A : Finset n) :
    |population P A - round (population P A)| ≤ 2 * cutBondOrder P A := by
  have h := population_parabola hP hI A ⌊population P A⌋
  generalize population P A = N at h ⊢
  have f0 := Int.floor_le N
  have f1 := Int.lt_floor_add_one N
  -- the nearest integer is no farther than the integers just below and just above
  have r0 : |N - round N| ≤ N - ⌊N⌋ :=
    (round_le N ⌊N⌋).trans (abs_le.2 ⟨by linarith, le_rfl⟩)
  have r1 : |N - round N| ≤ ⌊N⌋ + 1 - N :=
    (round_le N (⌊N⌋ + 1)).trans
      (abs_le.2 ⟨by push_cast; linarith, by push_cast; linarith⟩)
  rcases le_total (N - ⌊N⌋) (1 / 2) with hc | hc
  · nlinarith [mul_nonneg (sub_nonneg.2 f0) (sub_nonneg.2 hc)]
  · nlinarith [mul_nonneg (sub_nonneg.2 f1.le) (sub_nonneg.2 hc)]

/-- The density matrix of one bond orbital with real amplitudes `p` and `q` on two centres. -/
def twoCentre (p q : ℝ) : Matrix (Fin 2) (Fin 2) ℂ :=
  !![(p : ℂ) * p, (p : ℂ) * q; (p : ℂ) * q, (q : ℂ) * q]

/-- A normalised two-centre bond orbital has a Hermitian idempotent density matrix; its first
centre has population `p²`, and the bond order across the cut is `p² (1 - p²)`. -/
theorem twoCentre_witness {p q : ℝ} (h : p ^ 2 + q ^ 2 = 1) :
    (twoCentre p q).IsHermitian ∧ twoCentre p q * twoCentre p q = twoCentre p q ∧
    population (twoCentre p q) {0} = p ^ 2 ∧
    cutBondOrder (twoCentre p q) {0} = p ^ 2 * (1 - p ^ 2) := by
  have hc : (p : ℂ) ^ 2 + (q : ℂ) ^ 2 = 1 := by exact_mod_cast h
  refine ⟨?_, ?_, ?_, ?_⟩
  · ext i j
    fin_cases i <;> fin_cases j <;> simp [twoCentre]
  · rw [twoCentre, Matrix.mul_fin_two]
    congr 1
    have h1 : (p : ℂ) * p * (p * p) + p * q * (p * q) = p * p := by
      linear_combination (p : ℂ) ^ 2 * hc
    have h2 : (p : ℂ) * p * (p * q) + p * q * (q * q) = p * q := by
      linear_combination (p : ℂ) * q * hc
    have h3 : (p : ℂ) * q * (p * p) + q * q * (p * q) = p * q := by
      linear_combination (p : ℂ) * q * hc
    have h4 : (p : ℂ) * q * (p * q) + q * q * (q * q) = q * q := by
      linear_combination (q : ℂ) ^ 2 * hc
    rw [h1, h2, h3, h4]
  · simp [population, twoCentre, pow_two]
  · have hA : ({0} : Finset (Fin 2))ᶜ = {1} := by decide
    have he : twoCentre p q 0 1 = ((p * q : ℝ) : ℂ) := by simp [twoCentre]
    rw [cutBondOrder, hA, Finset.sum_singleton, Finset.sum_singleton, he, Complex.norm_real,
      Real.norm_eq_abs, sq_abs]
    linear_combination p ^ 2 * h

/-- For a bond orbital shared equally by two centres, the distance from the population of one
centre to the nearest integer equals twice the bond order across the cut. -/
theorem factor_two_sharp {p q : ℝ} (hp : p ^ 2 = 1 / 2) (hq : q ^ 2 = 1 / 2) :
    |population (twoCentre p q) {0} - round (population (twoCentre p q) {0})|
      = 2 * cutBondOrder (twoCentre p q) {0} := by
  obtain ⟨-, -, hN, hC⟩ := twoCentre_witness (p := p) (q := q) (by rw [hp, hq]; norm_num)
  have hr : round (1 / 2 : ℝ) = 1 := by
    rw [round_eq]
    norm_num
  rw [hN, hC, hp, hr]
  norm_num [abs_of_neg]

end

end FragmentCharge
```

```lean
#print axioms FragmentCharge.population_near_integer
-- 'FragmentCharge.population_near_integer' depends on axioms: [propext, Classical.choice, Quot.sound]
#print axioms FragmentCharge.factor_two_sharp
-- 'FragmentCharge.factor_two_sharp' depends on axioms: [propext, Classical.choice, Quot.sound]
```

`fragBlock_defect` is the identity for $F-F^2$. `gram_diag` turns diagonal elements of $X^\dagger X$ into squared column lengths, and `trace_link` identifies $\mathrm{Tr}\,L^\dagger L$ with $B$. `occupations` proves the three facts about the $e_k$ for any unitary diagonalisation (`key`), then applies them to the one from `spectral_theorem`. The matrix $F$ is padded with zeros outside $A$, which only adds zero eigenvalues.

`parabola_le` is the induction; its `nlinarith` call receives the bounds for $m$ and $m-1$, weighted by $1-e$ and $e$. `population_parabola` combines it with `occupations`. The last step compares `round` with the integers below and above $N$ and splits at $f=1/2$. `twoCentre_witness` and `factor_two_sharp` treat the bond orbital.

For your rounding step, compute $B$ along with $N$, because a population near an integer does not show that the links are weak. Two occupied bond orbitals on separate pairs of centres, each shared equally across the cut, give $N=1$ but $B=1/2$. Many weak links can also add up, and from $B=1/4$ on the bound says nothing, since the nearest integer is never farther than $1/2$ away. The bound concerns the density matrix you started from, not the error of the separate fragment calculation.
